# Two limits fix the one-parameter interpolation of the short-range correlation energy

In a density-based basis-set correction, a program evaluates a short-range correlation energy at each grid point and adds the integral to the energy of a finite-basis wavefunction calculation. Some of the functionals used for this contain a damping parameter, whose value is then needed at each point. The problems below determine this parameter for a one-parameter interpolation, one point at a time; they don't address its accuracy between the two limits.

Let $m\ge 0$ be the range-separation parameter, an inverse length. At $m=0$ the short-range interaction is the full Coulomb repulsion, and a density functional supplies the correlation energy per volume, $e<0$. At large $m$ the energy is required to fall off as $K/m^3$ with a prescribed $K<0$. The interpolation with damping parameter $b$ is

$$\varepsilon(m)=\frac{e}{1+b\,m^3}.$$

```lean
import Mathlib

open Filter Topology Set

namespace BasisSetCorrection

noncomputable section
```

In Lean, `srCorr e b m` is $\varepsilon(m)$. All quantities are real numbers, and $e$, $b$ and $K$ stay fixed while $m$ varies.

```lean
/-- The interpolated short-range correlation energy `e / (1 + b m³)` at range-separation
parameter `m`, for `1 + b m³ ≠ 0`. -/
def srCorr (e b m : ℝ) : ℝ := e / (1 + b * m ^ 3)
```

For large $m$ the remaining interaction acts only between electrons that nearly coincide, so the tail is proportional to the on-top pair density $n_2$, the pair density at zero separation. The coefficient is taken as given, not derived. It holds in atomic units for the short-range interaction $\operatorname{erfc}(mr)/r$ and the correlation energy defined with a multideterminant reference, with the pair density normalised to $N(N-1)$ for $N$ electrons:

$$K=\frac{2\sqrt\pi\,(1-\sqrt2)}{3}\,n_2 .$$

It enters only in parts (h) and (i); until then $K$ is any negative number.

```lean
/-- The coefficient of the `1/m³` tail built from the on-top pair density `n₂`. -/
def onTopTail (n₂ : ℝ) : ℝ := 2 * Real.sqrt Real.pi * (1 - Real.sqrt 2) / 3 * n₂
```

## (a) Sign of the denominator

Show that for $b>0$ and $m\ge0$

$$1+b\,m^3>0 .$$

**Solution.** Since $m^3\ge0$ and $b>0$, the product $bm^3$ is non-negative and the sum is at least 1. The tactic `positivity` makes the same sign argument.

```lean
/-- For positive `b` the denominator of the interpolation is positive at every `m ≥ 0`. -/
theorem denom_pos {b m : ℝ} (hb : 0 < b) (hm : 0 ≤ m) : 0 < 1 + b * m ^ 3 := by
  positivity
```

## (b) The scaled energy at large $m$

Show that for every real $e$ and every $b\ne0$

$$\lim_{m\to\infty}m^3\varepsilon(m)=\frac eb .$$

**Solution.** Divide numerator and denominator by $m^3$:

$$m^3\varepsilon(m)=\frac{e}{m^{-3}+b}.$$

As $m^{-3}\to0$, the denominator tends to $b\neq0$, and the quotient to $e/b$. If $b<0$, the original denominator vanishes at one positive $m$, which has no effect on the limit.

In Lean, `Tendsto … atTop (𝓝 (e / b))` is this limit. The step `h` proves it for the divided form, and `congr'` carries it over because the two forms agree for $m>0$.

```lean
/-- For nonzero `b` the energy scaled by `m³` tends to `e / b` at large `m`. -/
theorem tendsto_scaled (e : ℝ) {b : ℝ} (hb : b ≠ 0) :
    Tendsto (fun m : ℝ => m ^ 3 * srCorr e b m) atTop (𝓝 (e / b)) := by
  have hinv : Tendsto (fun m : ℝ => (m ^ 3)⁻¹) atTop (𝓝 0) :=
    tendsto_inv_atTop_zero.comp (tendsto_pow_atTop three_ne_zero)
  have h : Tendsto (fun m : ℝ => e / ((m ^ 3)⁻¹ + b)) atTop (𝓝 (e / (0 + b))) :=
    tendsto_const_nhds.div (hinv.add_const b) (by rwa [zero_add])
  rw [zero_add] at h
  refine h.congr' ?_
  filter_upwards [eventually_gt_atTop (0 : ℝ)] with m hm
  have hm3 : m ^ 3 ≠ 0 := pow_ne_zero 3 hm.ne'
  -- divide numerator and denominator by m³
  have hd : (m ^ 3)⁻¹ + b = (1 + b * m ^ 3) / m ^ 3 := by
    rw [eq_div_iff hm3, add_mul, inv_mul_cancel₀ hm3]
  rw [hd, div_div_eq_mul_div, srCorr]
  ring
```

## (c) Matching the tail

Let $e<0$ and $K<0$. Show that for any real $b$, of either sign or zero,

$$\lim_{m\to\infty}m^3\varepsilon(m)=K\quad\Longleftrightarrow\quad b=\frac eK .$$

**Solution.** Suppose the limit is $K$. If $b=0$, then $m^3\varepsilon(m)=m^3e\to-\infty$, a contradiction. So $b\ne0$, and part (b) gives the limit $e/b$. Limits are unique, hence $e/b=K$, so $e=Kb$ and $b=e/K$.

Conversely, $b=e/K$ is nonzero, and part (b) gives the limit $e/(e/K)=K$.

The proof follows the same cases: `rcases` separates $b=0$ from $b\neq0$, and `tendsto_nhds_unique` compares the limits.

```lean
/-- Among all real `b`, the scaled energy tends to the prescribed coefficient `K`
exactly when `b = e / K`. -/
theorem tail_matched_iff {e K : ℝ} (he : e < 0) (hK : K < 0) (b : ℝ) :
    Tendsto (fun m : ℝ => m ^ 3 * srCorr e b m) atTop (𝓝 K) ↔ b = e / K := by
  constructor
  · intro h
    rcases eq_or_ne b 0 with rfl | hb
    · -- without damping the scaled energy diverges
      exfalso
      have hbot : Tendsto (fun m : ℝ => m ^ 3 * e) atTop atBot :=
        (tendsto_pow_atTop three_ne_zero).atTop_mul_const_of_neg he
      refine not_tendsto_nhds_of_tendsto_atBot hbot K ?_
      simpa [srCorr] using h
    · have h1 := tendsto_nhds_unique h (tendsto_scaled e hb)
      rw [eq_div_iff hb] at h1
      rw [eq_div_iff hK.ne]
      linarith
  · rintro rfl
    have h := tendsto_scaled e (div_pos_of_neg_of_neg he hK).ne'
    have h2 : e / (e / K) = K := by
      have he' := he.ne
      have hK' := hK.ne
      field_simp
    rwa [h2] at h
```

## (d) Monotonicity

Let $e<0$ and $b>0$. Show that

$$0\le x<y\quad\Longrightarrow\quad\varepsilon(x)<\varepsilon(y).$$

**Solution.** Subtract the two values:

$$\varepsilon(y)-\varepsilon(x)=\frac{(-e)\,b\,(y^3-x^3)}{(1+bx^3)(1+by^3)} .$$

The numerator is positive because $x^3<y^3$, and the denominator is positive by part (a).

`StrictMonoOn … (Ici 0)` means strictly increasing on $[0,\infty)$. Lean multiplies out the positive denominators, and `nlinarith` finishes from the positive product $(-e)(by^3-bx^3)$.

```lean
/-- For negative `e` and positive `b` the interpolated energy increases strictly
on `m ≥ 0`. -/
theorem srCorr_strictMonoOn {e b : ℝ} (he : e < 0) (hb : 0 < b) :
    StrictMonoOn (srCorr e b) (Ici 0) := by
  intro x hx y hy hxy
  have hx0 : 0 ≤ x := hx
  have hy0 : 0 ≤ y := hy
  have h3 : x ^ 3 < y ^ 3 := pow_lt_pow_left₀ hxy hx0 three_ne_zero
  have h4 : b * x ^ 3 < b * y ^ 3 := mul_lt_mul_of_pos_left h3 hb
  unfold srCorr
  rw [div_lt_div_iff₀ (denom_pos hb hx0) (denom_pos hb hy0)]
  nlinarith [mul_pos (neg_pos.2 he) (sub_pos.2 h4)]
```

## (e) Both limits in one curve

Let $e<0$, $K<0$ and $b=e/K$. Show that $b>0$, that $\varepsilon$ is negative and strictly increasing on $m\ge0$, and that

$$\varepsilon(0)=e,\qquad \lim_{m\to\infty}\varepsilon(m)=0 .$$

**Solution.** A quotient of two negative numbers is positive, so $b>0$. At $m=0$ the denominator is 1, which gives $\varepsilon(0)=e$. Part (d) gives the increase, and part (a) makes $\varepsilon$ a negative number over a positive one. Finally $1+bm^3\to\infty$, so $\varepsilon(m)\to0$.

The theorem joins these statements to the equivalence of part (c); `hD` is the growth of the denominator.

```lean
/-- The parameter `e / K` is positive and is the only real `b` that gives the tail
coefficient `K`; with it the energy equals `e` at `m = 0`, increases strictly on `m ≥ 0`,
stays negative there and tends to zero. -/
theorem interpolation_joins_limits {e K : ℝ} (he : e < 0) (hK : K < 0) :
    0 < e / K ∧
    (∀ b : ℝ, Tendsto (fun m : ℝ => m ^ 3 * srCorr e b m) atTop (𝓝 K) ↔ b = e / K) ∧
    srCorr e (e / K) 0 = e ∧
    StrictMonoOn (srCorr e (e / K)) (Ici 0) ∧
    (∀ m : ℝ, 0 ≤ m → srCorr e (e / K) m < 0) ∧
    Tendsto (srCorr e (e / K)) atTop (𝓝 0) := by
  have hb : 0 < e / K := div_pos_of_neg_of_neg he hK
  refine ⟨hb, tail_matched_iff he hK, by simp [srCorr], srCorr_strictMonoOn he hb,
    fun m hm => div_neg_of_neg_of_pos he (denom_pos hb hm), ?_⟩
  -- the denominator grows without bound
  have hD : Tendsto (fun m : ℝ => 1 + e / K * m ^ 3) atTop atTop :=
    tendsto_atTop_add_const_left atTop 1
      ((tendsto_pow_atTop three_ne_zero).const_mul_atTop hb)
  exact hD.const_div_atTop e
```

## (f) Distance from the tail

With $e<0$, $K<0$ and $b=e/K$, show that for $m>0$

$$\varepsilon(m)-\frac{K}{m^3}=\frac{-K}{m^3\left(1+\frac eK m^3\right)} .$$

**Solution.** Use the common denominator and insert $e=bK$:

$$\frac{e\,m^3-K(1+bm^3)}{m^3(1+bm^3)}=\frac{bKm^3-K-bKm^3}{m^3(1+bm^3)}=\frac{-K}{m^3(1+bm^3)} .$$

The auxiliary statement `key` does this for a positive $b$ with $e=bK$, and `linear_combination` inserts that relation. The last line sets $b=e/K$.

```lean
/-- The exact difference between the matched interpolation and its tail `K / m³`
at `m > 0`. -/
theorem sub_tail_eq {e K m : ℝ} (he : e < 0) (hK : K < 0) (hm : 0 < m) :
    srCorr e (e / K) m - K / m ^ 3 = -K / (m ^ 3 * (1 + e / K * m ^ 3)) := by
  have key : ∀ b : ℝ, 0 < b → e = b * K →
      srCorr e b m - K / m ^ 3 = -K / (m ^ 3 * (1 + b * m ^ 3)) := by
    intro b hb h
    have hD := (denom_pos hb hm.le).ne'
    have hm3 : m ^ 3 ≠ 0 := pow_ne_zero 3 hm.ne'
    rw [srCorr, div_sub_div _ _ hD hm3,
      div_eq_div_iff (mul_ne_zero hD hm3) (mul_ne_zero hm3 hD)]
    linear_combination (m ^ 3 * m ^ 3 * (1 + b * m ^ 3)) * h
  exact key _ (div_pos_of_neg_of_neg he hK) (div_mul_cancel₀ e hK.ne).symm
```

## (g) Above both limiting forms

Under the same conditions, show that for $m>0$

$$\max\!\left(e,\frac K{m^3}\right)<\varepsilon(m).$$

**Solution.** By part (d), $\varepsilon(m)>\varepsilon(0)=e$. In part (f) the right-hand side is positive, since $-K>0$ and the denominator is positive, so $\varepsilon(m)>K/m^3$. The matched correction is therefore smaller in magnitude than either limiting form. Lean treats the two bounds separately through `max_lt`.

```lean
/-- At every `m > 0` the matched interpolation lies strictly above both the
density-functional value `e` and the tail `K / m³`. -/
theorem above_both_limits {e K m : ℝ} (he : e < 0) (hK : K < 0) (hm : 0 < m) :
    max e (K / m ^ 3) < srCorr e (e / K) m := by
  have hb : 0 < e / K := div_pos_of_neg_of_neg he hK
  refine max_lt ?_ ?_
  · have h := srCorr_strictMonoOn he hb (mem_Ici.2 le_rfl) (mem_Ici.2 hm.le) hm
    simpa [srCorr] using h
  · have h := sub_tail_eq he hK hm
    have hpos : 0 < -K / (m ^ 3 * (1 + e / K * m ^ 3)) :=
      div_pos (neg_pos.2 hK) (mul_pos (pow_pos hm 3) (denom_pos hb hm.le))
    linarith
```

## (h) Sign of the on-top coefficient

Show that for $n_2>0$

$$\frac{2\sqrt\pi\,(1-\sqrt2)}{3}\,n_2<0 .$$

**Solution.** From $1<2$ follows $1<\sqrt2$, so $1-\sqrt2<0$, while the other factors are positive. Lean passes the positive product $\sqrt\pi\,n_2(\sqrt2-1)$ to `nlinarith`.

```lean
/-- A positive on-top pair density gives a negative tail coefficient. -/
theorem onTopTail_neg {n₂ : ℝ} (hn : 0 < n₂) : onTopTail n₂ < 0 := by
  have h2 : 1 < Real.sqrt 2 := Real.lt_sqrt_of_sq_lt (by norm_num)
  have hp : 0 < Real.sqrt Real.pi := Real.sqrt_pos.2 Real.pi_pos
  unfold onTopTail
  nlinarith [mul_pos (mul_pos hp hn) (sub_pos.2 h2)]
```

## (i) The parameter from the on-top pair density

Let $e<0$ and $n_2>0$, and let $K$ be the on-top coefficient. Show that $m^3\varepsilon(m)\to K$ exactly when

$$b=\frac{3e}{2\sqrt\pi\,(1-\sqrt2)\,n_2} .$$

**Solution.** By part (h), $K<0$, so part (c) applies and requires $b=e/K$. Dividing $e$ by the expression for $K$ moves the 3 into the numerator and gives the formula. In Lean, `h3` is this rewriting, and `h1` and `h2` state that the two denominators are nonzero.

```lean
/-- For a positive on-top pair density `n₂`, the interpolation has the tail coefficient
built from `n₂` exactly when `b = 3 e / (2 √π (1 - √2) n₂)`. -/
theorem onTop_matched_iff {e n₂ : ℝ} (he : e < 0) (hn : 0 < n₂) (b : ℝ) :
    Tendsto (fun m : ℝ => m ^ 3 * srCorr e b m) atTop (𝓝 (onTopTail n₂)) ↔
      b = 3 * e / (2 * Real.sqrt Real.pi * (1 - Real.sqrt 2) * n₂) := by
  have h1 : onTopTail n₂ ≠ 0 := (onTopTail_neg hn).ne
  have h2 : 2 * Real.sqrt Real.pi * (1 - Real.sqrt 2) * n₂ ≠ 0 := by
    intro h
    apply h1
    unfold onTopTail
    linear_combination h / 3
  have h3 : e / onTopTail n₂ =
      3 * e / (2 * Real.sqrt Real.pi * (1 - Real.sqrt 2) * n₂) := by
    rw [div_eq_div_iff h1 h2, onTopTail]
    ring
  rw [tail_matched_iff he (onTopTail_neg hn), h3]

end

end BasisSetCorrection
```

```lean
#print axioms BasisSetCorrection.interpolation_joins_limits
#print axioms BasisSetCorrection.above_both_limits
#print axioms BasisSetCorrection.onTop_matched_iff
```

```
'BasisSetCorrection.interpolation_joins_limits' depends on axioms: [propext, Classical.choice, Quot.sound]
'BasisSetCorrection.above_both_limits' depends on axioms: [propext, Classical.choice, Quot.sound]
'BasisSetCorrection.onTop_matched_iff' depends on axioms: [propext, Classical.choice, Quot.sound]
```
